# A nonzero real trial function has positive squared norm under a positive definite overlap matrix

A trial function is expanded in a finite, possibly nonorthogonal basis with real coefficients `c`, and its squared norm is cᵀSc, where `S` is the overlap matrix. The lemma states that this number is strictly positive whenever `S` is positive definite and `c` is not zero. The trial function need not be normalised; if it is, the number is 1. The attempt takes the inequality from Mathlib's `dotProduct_mulVec_pos`, removes the conjugation `star`, which does nothing to real coefficients, and offers the result as the goal.

Lean 4 with Mathlib refuses this proof:

```lean
import Mathlib

open Matrix

namespace NonorthogonalRayleighQuotient

noncomputable section

variable {n : Type*} [Fintype n]

/-- The quadratic form `⟨x, A x⟩` of a real matrix in the coefficients of a trial function. -/
def quadForm (A : Matrix n n ℝ) (x : n → ℝ) : ℝ := x ⬝ᵥ A *ᵥ x

/-- A nonzero trial function has positive squared norm in the overlap metric. -/
theorem quadForm_pos {S : Matrix n n ℝ} (hS : S.PosDef) {c : n → ℝ} (hc : c ≠ 0) :
    0 < quadForm S c := by
  have h := hS.dotProduct_mulVec_pos hc
  simpa only [star_trivial] using h

end

end NonorthogonalRayleighQuotient
```

The compiler's answer:

```
Main.lean:18:2: error: Type mismatch: After simplification, term
  h
 has type
  @LT.lt ℝ Real.partialOrder.toLT 0 (c ⬝ᵥ S *ᵥ c)
but is expected to have type
  @LT.lt ℝ Real.instLT 0 (quadForm S c)
```

What went wrong. The message shows that the simplification itself worked: `h` has lost its `star` and says that `c ⬝ᵥ S *ᵥ c` is positive. The goal, however, still speaks of `quadForm S c`. These are equal by definition, but `quadForm` is an ordinary `def`, and `simpa only [star_trivial]` was not told to unfold it. The final comparison in `simpa` does not unfold such definitions by itself, so the two sides failed to match. The message also shows the order on the reals reached by two routes, `Real.partialOrder.toLT` and `Real.instLT`, which are likewise equal by definition.

The repair splits the step in two. `rw [star_trivial] at h` removes `star` from `h`, as the simplifier had done. `exact h` then compares `h` with the goal while allowing ordinary definitions to be unfolded, so it sees through `quadForm` and accepts the two forms of the order as the same.

After these edits no error is left:

```diff
@@ -16,5 +16,6 @@
     0 < quadForm S c := by
   have h := hS.dotProduct_mulVec_pos hc
-  simpa only [star_trivial] using h
+  rw [star_trivial] at h
+  exact h
 
 end
```
